# Equal-weight poles at $\pm e$ make a fermionic $G(i\omega_n)$ purely imaginary and $G(\tau)$ symmetric about $\beta/2$

A single Hubbard site with on-site repulsion $U$ at half filling has an addition peak at $U/2$ and a removal peak at $-U/2$, measured from the chemical potential, each with weight $1/2$. When I compute its Green's function, $G(i\omega_n)$ has no real part and $G(\tau)$ is a mirror image about $\tau=\beta/2$, whatever the temperature. Does the pairing of the peaks alone give both properties, even with many poles? And if I see only that the real part vanishes, may I infer that the spectrum is symmetric?

## What the pairing gives, and what a vanishing real part gives back

Yes to the first, for finitely many poles. Yes to the second too, if $\operatorname{Re}G(iw)=0$ for every real $w\neq0$, that is, on the whole imaginary axis away from zero.

Here $\beta=1/(k_BT)$ is the inverse temperature, and the fermionic frequencies are $\omega_n=(2n+1)\pi/\beta$ with integer $n$, so none of them is zero. Let the poles $e_k$, measured from the chemical potential, have real weights $a_k$, and let $s$ be an involution of the labels with $e_{s(k)}=-e_k$ and $a_{s(k)}=a_k$. Take
$$G(z)=\sum_k\frac{a_k}{z-e_k},\qquad G(\tau)=-\sum_k a_k f(e_k,\tau),\qquad f(e,\tau)=\frac{e^{-e\tau}}{1+e^{-\beta e}}.$$

**Frequency.** For real $w\ne0$, $iw-e_k$ has imaginary part $w$, so $iw$ is not a pole. Since $1/(iw-e)=(-e-iw)/(w^2+e^2)$,
$$\operatorname{Re}G(iw)=-S,\qquad S=\sum_k\frac{a_ke_k}{w^2+e_k^2}.$$
Relabelling $k\to s(k)$ changes the sign of every summand, so $S=-S=0$.

**Imaginary time.** Multiplying numerator and denominator by $e^{-\beta e}$ gives
$$f(-e,\beta-\tau)=\frac{e^{e(\beta-\tau)}}{1+e^{\beta e}}=\frac{e^{-e\tau}}{e^{-\beta e}+1}=f(e,\tau).$$
Relabelling then yields
$$G(\beta-\tau)=-\sum_k a_kf(-e_k,\beta-\tau)=G(\tau).$$
Also $f(e,0)+f(e,\beta)=1$, so $G(0)+G(\beta)=-\sum_k a_k$. With $G(0)=G(\beta)$, this gives $-G(\beta)=\tfrac12\sum_k a_k$: occupation one half when the total weight is one.

**Back to the spectrum.** Put $x=w^2$ and group the poles by $d=e_k^2$, with $c_d=\sum_{e_k^2=d}a_ke_k$. If the real part vanishes for all $w\ne0$, then $\sum_d c_d/(x+d)=0$ for all $x>0$. Clearing denominators gives a polynomial
$$P(x)=\sum_d c_d\prod_{b\ne d}(x+b)$$
with infinitely many roots, so $P=0$. (The fermionic frequencies alone, all of them, would suffice here, since $\omega_n^2$ takes infinitely many values; the Lean theorem assumes all $w\ne0$.) At $x=-d$ only $c_d\prod_{b\ne d}(b-d)=0$ remains, hence $c_d=0$. For $E\ne0$ and $d=E^2$, $c_d$ is $E$ times the difference between the total weights at $E$ and $-E$, so these agree. If no pole lies at $\pm E$, both are zero; $E=0$ is immediate.

In the Lean file, `ι` is the finite set of labels, `a` and `e` are the weights and energies, and `hs`, `he`, `ha` state the three properties of `s`. `matsubaraG` and `imagTimeG` are the two formulas above. `particle_hole_symmetry` covers all real `w ≠ 0`, including the fermionic frequencies, and all real `β` and `τ`; the physical range is $\beta>0$, $0\le\tau\le\beta$, with endpoint values read as limits from inside. Weights may have any sign and need not be normalised. Deriving the paired poles and weights from a particle-hole symmetric Hamiltonian is left to the physics.

```lean
import Mathlib

open Finset

namespace MatsubaraParticleHole

noncomputable section

variable {ι : Type*} [Fintype ι]

/-- The Green's function in Lehmann form, `G(z) = ∑ a_k / (z - e_k)`, for complex `z`
different from every pole `e_k`. -/
def matsubaraG (a e : ι → ℝ) (z : ℂ) : ℂ :=
  ∑ k, (a k : ℂ) / (z - (e k : ℂ))

/-- The fermionic Green's function in imaginary time,
`G(τ) = -∑ a_k exp(-e_k τ) / (1 + exp(-β e_k))`. -/
def imagTimeG (β : ℝ) (a e : ι → ℝ) (τ : ℝ) : ℝ :=
  -∑ k, a k * (Real.exp (-e k * τ) / (1 + Real.exp (-β * e k)))

/-- At a real frequency `w ≠ 0` the point `iw` is not a pole, and
`Re G(iw) = -∑ a_k e_k / (w² + e_k²)`. -/
theorem re_matsubaraG (a e : ι → ℝ) {w : ℝ} (hw : w ≠ 0) :
    (∀ k, Complex.I * w - (e k : ℂ) ≠ 0) ∧
      (matsubaraG a e (Complex.I * w)).re = -∑ k, a k * e k / (w ^ 2 + e k ^ 2) := by
  refine ⟨fun k h => hw ?_, ?_⟩
  · simpa using congrArg Complex.im h
  · rw [matsubaraG, Complex.re_sum, ← Finset.sum_neg_distrib]
    refine Finset.sum_congr rfl fun k _ => ?_
    have hn : Complex.normSq (Complex.I * w - (e k : ℂ)) = w ^ 2 + e k ^ 2 := by
      simp only [Complex.normSq_apply, Complex.sub_re, Complex.sub_im, Complex.mul_re,
        Complex.mul_im, Complex.I_re, Complex.I_im, Complex.ofReal_re, Complex.ofReal_im]
      ring
    rw [Complex.div_re, hn]
    simp only [Complex.sub_re, Complex.sub_im, Complex.mul_re,
      Complex.mul_im, Complex.I_re, Complex.I_im, Complex.ofReal_re, Complex.ofReal_im]
    ring

/-- For one level, replacing `τ` by `β - τ` and `e` by `-e` together leaves the
thermal factor `exp(-e τ) / (1 + exp(-β e))` unchanged. -/
theorem level_reflection (β e τ : ℝ) :
    Real.exp (-(-e) * (β - τ)) / (1 + Real.exp (-β * -e)) =
      Real.exp (-e * τ) / (1 + Real.exp (-β * e)) := by
  have h1 : Real.exp (-(-e) * (β - τ)) = Real.exp (-e * τ) * Real.exp (-β * -e) := by
    rw [← Real.exp_add]
    congr 1
    ring
  have h2 : Real.exp (-β * -e) * Real.exp (-β * e) = 1 := by
    rw [← Real.exp_add, show -β * -e + -β * e = 0 by ring, Real.exp_zero]
  rw [div_eq_div_iff (by positivity) (by positivity), h1]
  linear_combination Real.exp (-e * τ) * h2

/-- If an involution of the poles reverses every energy and keeps every weight, then for real
`w ≠ 0` the point `iw` is not a pole and `Re G(iw) = 0`, and `G(β - τ) = G(τ)` for all `τ`. -/
theorem particle_hole_symmetry (β : ℝ) {a e : ι → ℝ} {s : ι → ι}
    (hs : Function.Involutive s) (he : ∀ k, e (s k) = -e k) (ha : ∀ k, a (s k) = a k) :
    (∀ w : ℝ, w ≠ 0 → (∀ k, Complex.I * w - (e k : ℂ) ≠ 0) ∧
      (matsubaraG a e (Complex.I * w)).re = 0) ∧
    ∀ τ, imagTimeG β a e (β - τ) = imagTimeG β a e τ := by
  refine ⟨fun w hw => ⟨(re_matsubaraG a e hw).1, ?_⟩, fun τ => ?_⟩
  · -- the summand is odd under the involution
    have h := Equiv.sum_comp (hs.toPerm s) (fun k => a k * e k / (w ^ 2 + e k ^ 2))
    simp only [Function.Involutive.coe_toPerm, ha, he, neg_sq, mul_neg, neg_div,
      Finset.sum_neg_distrib] at h
    rw [(re_matsubaraG a e hw).2]
    linarith
  · -- relabel the poles, then reflect each level
    unfold imagTimeG
    rw [← Equiv.sum_comp (hs.toPerm s)]
    simp only [Function.Involutive.coe_toPerm, ha, he, level_reflection]

/-- Under the same symmetry of the poles, `-G(β)` is half of the total spectral weight. -/
theorem half_filling (β : ℝ) {a e : ι → ℝ} {s : ι → ι}
    (hs : Function.Involutive s) (he : ∀ k, e (s k) = -e k) (ha : ∀ k, a (s k) = a k) :
    -imagTimeG β a e β = (∑ k, a k) / 2 := by
  have hsym := (particle_hole_symmetry β hs he ha).2 0
  rw [sub_zero] at hsym
  -- the jump condition: the two end points add up to minus the total weight
  have hsum : imagTimeG β a e 0 + imagTimeG β a e β = -∑ k, a k := by
    unfold imagTimeG
    rw [← neg_add, ← Finset.sum_add_distrib]
    congr 1
    refine Finset.sum_congr rfl fun k _ => ?_
    have hD : 1 + Real.exp (-β * e k) ≠ 0 := by positivity
    have hc : -e k * β = -β * e k := by ring
    rw [hc, mul_zero, Real.exp_zero, ← mul_add, ← add_div, div_self hD, mul_one]
  linarith

/-- If a finite sum `∑ c_d / (x + d)` over distinct `d ≥ 0` vanishes for all `x > 0`,
then every coefficient `c_d` is zero. -/
theorem residues_vanish (D : Finset ℝ) (c : ℝ → ℝ) (hD : ∀ d ∈ D, 0 ≤ d)
    (h : ∀ x : ℝ, 0 < x → ∑ d ∈ D, c d / (x + d) = 0) : ∀ d ∈ D, c d = 0 := by
  -- the numerator after clearing denominators
  let P : Polynomial ℝ := ∑ d ∈ D, Polynomial.C (c d) *
    ∏ b ∈ D.erase d, (Polynomial.X + Polynomial.C b)
  have hev : ∀ x, P.eval x = ∑ d ∈ D, c d * ∏ b ∈ D.erase d, (x + b) := by
    intro x
    simp [P, Polynomial.eval_finsetSum, Polynomial.eval_prod]
  have hP : P = 0 := by
    apply Polynomial.eq_zero_of_infinite_isRoot
    refine (Set.Ioi_infinite (0 : ℝ)).mono fun x hx => ?_
    have hx' : 0 < x := hx
    change P.eval x = 0
    rw [hev]
    calc _ = (∏ d ∈ D, (x + d)) * ∑ d ∈ D, c d / (x + d) := by
          rw [Finset.mul_sum]
          refine Finset.sum_congr rfl fun d hd => ?_
          have hne : x + d ≠ 0 := ne_of_gt (add_pos_of_pos_of_nonneg hx' (hD d hd))
          have hp : (x + d) * ∏ b ∈ D.erase d, (x + b) = ∏ b ∈ D, (x + b) :=
            Finset.mul_prod_erase D (fun b => x + b) hd
          have hc : (x + d) * (c d / (x + d)) = c d := by field_simp
          rw [← hp]
          linear_combination (-∏ b ∈ D.erase d, (x + b)) * hc
      _ = 0 := by rw [h x hx', mul_zero]
  intro d hd
  -- at `x = -d` only one term of the numerator survives
  have hone : ∑ b ∈ D, c b * ∏ b' ∈ D.erase b, (-d + b') =
      c d * ∏ b' ∈ D.erase d, (-d + b') :=
    Finset.sum_eq_single_of_mem d hd fun b _ hb => mul_eq_zero_of_right _
      (Finset.prod_eq_zero (Finset.mem_erase.mpr ⟨hb.symm, hd⟩) (neg_add_cancel d))
  have h0 := hev (-d)
  rw [hP, Polynomial.eval_zero, hone] at h0
  rcases mul_eq_zero.mp h0.symm with h1 | h1
  · exact h1
  · exact absurd h1 (Finset.prod_ne_zero_iff.mpr fun b hb hz =>
      (Finset.mem_erase.mp hb).1 (by linarith))

/-- Converse: if `Re G(iw) = 0` for all real `w ≠ 0`, then the total weight of the poles at
energy `E` equals that at `-E`, for every `E`. -/
theorem symmetric_weight_of_re_eq_zero (a e : ι → ℝ)
    (h : ∀ w : ℝ, w ≠ 0 → (matsubaraG a e (Complex.I * w)).re = 0) (E : ℝ) :
    ∑ k with e k = E, a k = ∑ k with e k = -E, a k := by
  rcases eq_or_ne E 0 with rfl | hE
  · simp
  -- group the poles by the square of their energy
  have hres := residues_vanish (Finset.univ.image fun k => e k ^ 2)
    (fun d => ∑ k with e k ^ 2 = d, a k * e k)
    (by
      intro d hd
      obtain ⟨k, -, rfl⟩ := Finset.mem_image.mp hd
      positivity)
    (by
      intro x hx
      have hx0 : Real.sqrt x ≠ 0 := (Real.sqrt_pos.mpr hx).ne'
      have hw := h (Real.sqrt x) hx0
      rw [(re_matsubaraG a e hx0).2, Real.sq_sqrt hx.le, neg_eq_zero] at hw
      refine Eq.trans ?_ ((Finset.sum_fiberwise_of_maps_to
        (fun k hk => Finset.mem_image_of_mem (fun k => e k ^ 2) hk)
        (fun k => a k * e k / (x + e k ^ 2))).trans hw)
      refine Finset.sum_congr rfl fun d _ => ?_
      rw [Finset.sum_div]
      refine Finset.sum_congr rfl fun k hk => ?_
      have hd : e k ^ 2 = d := (Finset.mem_filter.mp hk).2
      simp only [hd])
  have key : ∑ k with e k ^ 2 = E ^ 2, a k * e k = 0 := by
    by_cases hd : E ^ 2 ∈ Finset.univ.image fun k => e k ^ 2
    · exact hres _ hd
    · exact Finset.sum_eq_zero fun k hk => absurd (Finset.mem_image.mpr
        ⟨k, Finset.mem_univ k, (Finset.mem_filter.mp hk).2⟩) hd
  -- each group consists of the poles at `E` and those at `-E`
  have split : ∑ k with e k ^ 2 = E ^ 2, a k * e k =
      E * (∑ k with e k = E, a k - ∑ k with e k = -E, a k) := by
    simp only [Finset.sum_filter]
    rw [← Finset.sum_sub_distrib, Finset.mul_sum]
    refine Finset.sum_congr rfl fun k _ => ?_
    by_cases h1 : e k = E
    · have hsq : e k ^ 2 = E ^ 2 := by rw [h1]
      have hn : e k ≠ -E := fun h2 => hE (by linarith)
      rw [if_pos hsq, if_pos h1, if_neg hn, h1]
      ring
    · by_cases h2 : e k = -E
      · have hsq : e k ^ 2 = E ^ 2 := by rw [h2, neg_sq]
        rw [if_pos hsq, if_neg h1, if_pos h2, h2]
        ring
      · have hsq : e k ^ 2 ≠ E ^ 2 := fun h3 =>
          (sq_eq_sq_iff_eq_or_eq_neg.mp h3).elim h1 h2
        rw [if_neg hsq, if_neg h1, if_neg h2]
        ring
  rw [split] at key
  exact sub_eq_zero.mp ((mul_eq_zero.mp key).resolve_left hE)

/-- Two poles at `U/2` and `-U/2` with weight `1/2` each, exchanged by the involution,
have the required symmetry. -/
theorem particle_hole_symmetry_witness (U : ℝ) :
    Function.Involutive (![1, 0] : Fin 2 → Fin 2) ∧
    (∀ k, (![U / 2, -(U / 2)] : Fin 2 → ℝ) ((![1, 0] : Fin 2 → Fin 2) k) =
      -(![U / 2, -(U / 2)] : Fin 2 → ℝ) k) ∧
    ∀ k, (![1 / 2, 1 / 2] : Fin 2 → ℝ) ((![1, 0] : Fin 2 → Fin 2) k) =
      (![1 / 2, 1 / 2] : Fin 2 → ℝ) k := by
  refine ⟨fun k => ?_, fun k => ?_, fun k => ?_⟩
  · fin_cases k <;> rfl
  · fin_cases k <;> simp
  · fin_cases k <;> simp

end

end MatsubaraParticleHole
```

```lean
#print axioms MatsubaraParticleHole.half_filling
-- 'MatsubaraParticleHole.half_filling' depends on axioms: [propext, Classical.choice, Quot.sound]
#print axioms MatsubaraParticleHole.symmetric_weight_of_re_eq_zero
-- 'MatsubaraParticleHole.symmetric_weight_of_re_eq_zero' depends on axioms: [propext, Classical.choice, Quot.sound]
```

`re_matsubaraG` computes the real part and `level_reflection` is the identity for $f$. `half_filling` adds the endpoints. `residues_vanish` is the polynomial argument, which `symmetric_weight_of_re_eq_zero` applies at $w=\sqrt{x}$ before splitting each group into $E$ and $-E$. Its conclusion concerns total weights, not individual poles: one pole may balance two. `particle_hole_symmetry_witness` checks the pairing for your two peaks.

The relabelling rests on `Equiv.sum_comp`, which says that a finite sum is unchanged when its index is permuted. `hs.toPerm s` supplies the permutation, with `s` as its own inverse. After `simp` has inserted `he` and `ha`, the frequency sum equals its own negative and `linarith` finishes; in imaginary time, `level_reflection` closes the goal. A zero-energy pole that `s` maps to itself needs no separate case.

For a half-filled impurity model with finitely many bath levels, a nonzero real part of the exact $G(iw)$ at some $w\neq0$ therefore means that its poles and weights are not paired in this way.
